# The Choi matrix determines a linear map, and its positivity is equivalent to a Kraus form

Take a linear map $\Phi$ from $2\times2$ complex matrices to numbers. Let $E_{ij}$ be the matrix with a 1 in row $i$, column $j$ and zeros elsewhere, and collect the values $J_{ij}=\Phi(E_{ij})$ in a matrix. Linearity gives

$$\Phi(X)=\sum_{ij}X_{ij}J_{ij}=\mathrm{Tr}(X^TJ).$$

If $\Phi(X)=KXK^\dagger$ with a row vector $K$, then $J_{ij}=K_i\overline{K_j}$, which is positive semidefinite. With matrix-valued outputs, each number $J_{ij}$ becomes a block.

```lean
import Mathlib

open Matrix
open scoped Kronecker ComplexOrder MatrixOrder

namespace ChoiMatrix

noncomputable section

variable {n m κ : Type*} [Fintype n] [DecidableEq n] [Fintype m] [DecidableEq m] [Fintype κ]
```

The finite types `n` and `m` index the input and output bases, so the two dimensions may differ; `κ` labels Kraus operators. The opened scopes supply the symbol `⊗ₖ` and the orders on complex numbers and matrices.

```lean
/-- The Choi matrix `∑ i j, E_ij ⊗ Φ(E_ij)` of a linear map between matrix spaces. -/
def choi (Φ : Matrix n n ℂ →ₗ[ℂ] Matrix m m ℂ) : Matrix (n × m) (n × m) ℂ :=
  ∑ i, ∑ j, Matrix.single i j (1 : ℂ) ⊗ₖ Φ (Matrix.single i j 1)
```

This is $J=\sum_{ij}E_{ij}\otimes\Phi(E_{ij})$, without a factor $1/|n|$. `Matrix.single i j 1` is $E_{ij}$, and the type `→ₗ[ℂ]` makes $\Phi$ complex-linear. Rows and columns of $J$ carry pairs (input index, output index).

```lean
/-- The partial trace over the first tensor factor. -/
def partialTraceFirst (M : Matrix (n × m) (n × m) ℂ) : Matrix m m ℂ :=
  Matrix.of fun a b => ∑ i, M (i, a) (i, b)
```

In components, $(\mathrm{Tr}_1M)_{ab}=\sum_iM_{(i,a),(i,b)}$.

```lean
/-- The map `X ↦ ∑ k, K_k X K_kᴴ` with Kraus operators `K_k`. -/
def krausMap (K : κ → Matrix m n ℂ) : Matrix n n ℂ →ₗ[ℂ] Matrix m m ℂ where
  toFun X := ∑ k, K k * X * (K k)ᴴ
  map_add' X Y := by
    simp only [Matrix.mul_add, Matrix.add_mul, Finset.sum_add_distrib]
  map_smul' c X := by
    simp only [Matrix.mul_smul, Matrix.smul_mul, Finset.smul_sum, RingHom.id_apply]
```

`krausMap K` is $X\mapsto\sum_kK_kXK_k^\dagger$, with `ᴴ` for the adjoint. The two further fields prove linearity. No condition $\sum_kK_k^\dagger K_k=1$ is imposed, so the trace need not be preserved.

```lean
/-- The matrix whose columns are the vectorised Kraus operators. -/
def krausVectors (K : κ → Matrix m n ℂ) : Matrix (n × m) κ ℂ :=
  Matrix.of fun p k => K k p.2 p.1
```

Column $k$ of this matrix $V$ is $K_k$ written as a vector: $V_{(i,a),k}=(K_k)_{ai}$.

```lean
omit [Fintype m] [DecidableEq m] in
/-- The blocks of the Choi matrix are the images of the matrix units. -/
theorem choi_apply (Φ : Matrix n n ℂ →ₗ[ℂ] Matrix m m ℂ) (i j : n) (a b : m) :
    choi Φ (i, a) (j, b) = Φ (Matrix.single i j 1) a b := by
  simp only [choi, Matrix.sum_apply, Matrix.kroneckerMap_apply]
  rw [Finset.sum_eq_single i, Finset.sum_eq_single j]
  · simp
  · intro j' _ h
    simp [h]
  · simp
  · intro i' _ h
    simp [h]
  · simp
```

The statement is $J_{(i,a),(j,b)}=\Phi(E_{ij})_{ab}$. By hand, the entry is $\sum_{i'j'}(E_{i'j'})_{ij}\,\Phi(E_{i'j'})_{ab}$, and only $i'=i$, $j'=j$ contributes. `Finset.sum_eq_single` makes that selection once for each sum.

```lean
/-- The output of a linear map is recovered from its Choi matrix:
`Φ(X)` is the first-factor partial trace of `(Xᵀ ⊗ 1) J`. -/
theorem map_eq_partialTrace (Φ : Matrix n n ℂ →ₗ[ℂ] Matrix m m ℂ) (X : Matrix n n ℂ) :
    Φ X = partialTraceFirst ((Xᵀ ⊗ₖ (1 : Matrix m m ℂ)) * choi Φ) := by
  -- expand the input in matrix units
  have hX : X = ∑ i, ∑ j, X i j • Matrix.single i j (1 : ℂ) := by
    conv_lhs => rw [Matrix.matrix_eq_sum_single X]
    simp [Matrix.smul_single]
  have hΦ : Φ X = ∑ i, ∑ j, X i j • Φ (Matrix.single i j 1) := by
    conv_lhs => rw [hX]
    simp only [map_sum, map_smul]
  ext a b
  rw [hΦ, Finset.sum_comm]
  -- the identity on the second factor selects the output row
  simp [partialTraceFirst, Matrix.mul_apply, Matrix.sum_apply, Fintype.sum_prod_type,
    choi_apply, Matrix.one_apply]
```

This is $\Phi(X)=\mathrm{Tr}_1[(X^T\otimes1)J]$ for every linear $\Phi$, with no positivity assumed. Multiplying out,

$$\sum_i\sum_{j,c}(X^T)_{ij}\,\delta_{ac}\,J_{(j,c),(i,b)}=\sum_{ij}X_{ji}\,\Phi(E_{ji})_{ab}=\Phi(X)_{ab}.$$

In the proof, `hX` expands $X$ in matrix units, `hΦ` applies linearity, and the final `simp` evaluates the partial trace. The transpose is easy to lose: without it the right-hand side would be $\Phi(X^T)$.

```lean
/-- Two linear maps with the same Choi matrix are equal. -/
theorem choi_injective :
    Function.Injective (choi : (Matrix n n ℂ →ₗ[ℂ] Matrix m m ℂ) → _) := by
  intro Φ Ψ h
  refine LinearMap.ext fun X => ?_
  rw [map_eq_partialTrace Φ X, map_eq_partialTrace Ψ X, h]
```

Since $J$ determines every $\Phi(X)$, equal Choi matrices mean equal maps.

```lean
omit [Fintype m] [DecidableEq m] in
/-- The Choi matrix of a Kraus map is `V Vᴴ`, where the columns of `V` are the
vectorised Kraus operators. -/
theorem choi_krausMap (K : κ → Matrix m n ℂ) :
    choi (krausMap K) = krausVectors K * (krausVectors K)ᴴ := by
  ext ⟨i, a⟩ ⟨j, b⟩
  rw [choi_apply]
  change (∑ k, K k * Matrix.single i j (1 : ℂ) * (K k)ᴴ) a b = _
  rw [Matrix.sum_apply, Matrix.mul_apply]
  refine Finset.sum_congr rfl fun k _ => ?_
  -- only the column j of K E_ij is non-zero
  rw [Matrix.mul_apply, Finset.sum_eq_single j]
  · simp [krausVectors]
  · intro l _ h
    simp [Matrix.mul_apply, h.symm]
  · simp
```

For a Kraus map, $J=VV^\dagger$, because

$$J_{(i,a),(j,b)}=\sum_k(K_kE_{ij}K_k^\dagger)_{ab}=\sum_k(K_k)_{ai}\overline{(K_k)_{bj}}.$$

The proof compares the two sums term by term in $k$.

```lean
omit [DecidableEq m] in
/-- A map of the form `X ↦ ∑ k, K_k X K_kᴴ` has a positive semidefinite Choi matrix. -/
theorem choi_krausMap_posSemidef (K : κ → Matrix m n ℂ) :
    (choi (krausMap K)).PosSemidef := by
  rw [choi_krausMap]
  exact Matrix.posSemidef_self_mul_conjTranspose _
```

Positivity follows: $v^\dagger VV^\dagger v=\|V^\dagger v\|^2\ge0$ for every vector $v$. Mathlib's `PosSemidef` also includes being Hermitian, which $VV^\dagger$ is.

```lean
/-- The Choi matrix of a linear map is positive semidefinite exactly when the map has a
Kraus form with operators labelled by pairs of an input and an output index. -/
theorem choi_posSemidef_iff_kraus (Φ : Matrix n n ℂ →ₗ[ℂ] Matrix m m ℂ) :
    (choi Φ).PosSemidef ↔ ∃ K : n × m → Matrix m n ℂ, Φ = krausMap K := by
  constructor
  · intro h
    -- factor J = Bᴴ B and reshape the conjugated rows of B into Kraus operators
    obtain ⟨B, hB⟩ := CStarAlgebra.nonneg_iff_eq_star_mul_self.mp
      (Matrix.nonneg_iff_posSemidef.mpr h)
    refine ⟨fun k => Matrix.of fun a i => star (B k (i, a)), choi_injective ?_⟩
    rw [choi_krausMap, hB]
    ext p q
    simp [krausVectors, Matrix.mul_apply, Matrix.star_eq_conjTranspose]
  · rintro ⟨K, rfl⟩
    exact choi_krausMap_posSemidef K
```

For the converse, write $J=B^\dagger B$ and set $(K_k)_{ai}=\overline{B_{k,(i,a)}}$. Then $V=B^\dagger$, so `krausMap K` has Choi matrix $VV^\dagger=J$ and equals $\Phi$ by injectivity. The label $k$ runs over the rows of $B$, so $|n||m|$ operators suffice, some possibly zero.

A reusable technique is `choi_injective ?_`: it turns an equation between linear maps into one between matrices, where entrywise computation is available.

By Choi's theorem, both conditions are also equivalent to complete positivity: for every $d$, the map $\Phi\otimes\mathrm{id}_d$, with $\mathrm{id}_d$ the identity map on $d\times d$ matrices, preserves positive semidefiniteness. That equivalence is not proved here. For a linear map proposed as a finite-dimensional quantum channel, the equivalence gives a test for a Kraus form: $J$ must be Hermitian and have no negative eigenvalue.

The entry formula also yields a neighbouring criterion by hand: $\Phi$ preserves the trace exactly when $\mathrm{Tr}_2J=1$, since $(\mathrm{Tr}_2J)_{ij}=\mathrm{Tr}\,\Phi(E_{ij})$ must equal $\delta_{ij}=\mathrm{Tr}\,E_{ij}$.

```lean
/-- Transposition of a qubit operator, as a linear map. -/
def qubitTranspose : Matrix (Fin 2) (Fin 2) ℂ →ₗ[ℂ] Matrix (Fin 2) (Fin 2) ℂ where
  toFun X := Xᵀ
  map_add' _ _ := rfl
  map_smul' _ _ := rfl
```

This is $X\mapsto X^T$ on a qubit, in the fixed basis labelled 0 and 1.

```lean
/-- Qubit transposition maps positive semidefinite matrices to positive semidefinite
matrices, yet no finite family of Kraus operators represents it. -/
theorem qubitTranspose_positive_not_kraus :
    (∀ X : Matrix (Fin 2) (Fin 2) ℂ, X.PosSemidef → (qubitTranspose X).PosSemidef) ∧
      ∀ K : κ → Matrix (Fin 2) (Fin 2) ℂ, qubitTranspose ≠ krausMap K := by
  refine ⟨fun X hX => hX.transpose, fun K hK => ?_⟩
  have hJ : (choi qubitTranspose).PosSemidef := hK ▸ choi_krausMap_posSemidef K
  -- test the Choi matrix on the antisymmetric vector
  let x : Fin 2 × Fin 2 → ℂ := fun p => !![0, 1; -1, 0] p.1 p.2
  have hT : ∀ X, qubitTranspose X = Xᵀ := fun _ => rfl
  have hx : star x ⬝ᵥ (choi qubitTranspose *ᵥ x) = -2 := by
    simp [x, dotProduct, Matrix.mulVec, Fintype.sum_prod_type, Fin.sum_univ_two,
      choi_apply, hT, Matrix.single_apply]
    try norm_num
  have h := hJ.dotProduct_mulVec_nonneg x
  rw [hx] at h
  have hre := (Complex.le_def.mp h).1
  norm_num at hre

end

end ChoiMatrix
```

Every Kraus map preserves positive semidefiniteness, since $v^\dagger KXK^\dagger v=(K^\dagger v)^\dagger X(K^\dagger v)\ge0$ for each term, but the theorem shows that the converse fails. Transposition does preserve it, because $v^\dagger X^Tv=\bar v^\dagger X\bar v\ge0$.

Its Choi matrix, however, is $\sum_{ij}E_{ij}\otimes E_{ji}$, which swaps the two factors. The vector $x=e_0\otimes e_1-e_1\otimes e_0$ changes sign under the swap, so $x^\dagger Jx=-\|x\|^2=-2$, or $-1$ after normalisation. A Kraus form would make this number non-negative. In Lean, `hJ` derives positivity from the supposed Kraus form, `hx` computes $-2$, and comparing real parts gives the contradiction.

```lean
#print axioms ChoiMatrix.choi_posSemidef_iff_kraus
#print axioms ChoiMatrix.qubitTranspose_positive_not_kraus
```

```
'ChoiMatrix.choi_posSemidef_iff_kraus' depends on axioms: [propext, Classical.choice, Quot.sound]
'ChoiMatrix.qubitTranspose_positive_not_kraus' depends on axioms: [propext, Classical.choice, Quot.sound]
```
